# The mean phonon number of a displaced oscillator ground state is |α|²

The declaration `mean_phonon_number` concerns a single harmonic mode in a normalised state with phonon-number amplitudes cₙ, which the lowering operator multiplies by the complex number α. It states that the series Σ n|cₙ|² converges with sum |α|², so the mean phonon number is |α|². The attempt drops the vanishing n = 0 term and shifts the index by one. It then tries to match the shifted series with |α|² times the normalisation series Σ |cₙ|² = 1, using the recursion (n + 1)|cₙ₊₁|² = |α|²|cₙ|² already proved in `weight_step`.

Lean 4 with Mathlib refuses this proof:

```lean
import Mathlib

open Filter Finset Topology

namespace FranckCondonBlockade

noncomputable section

/-- The oscillator lowering operator acting on phonon-number amplitudes. -/
def lower (c : ℕ → ℂ) (n : ℕ) : ℂ :=
  ((Real.sqrt ((n : ℝ) + 1) : ℝ) : ℂ) * c (n + 1)

/-- The amplitudes `c` describe a normalized oscillator state that the lowering operator
multiplies by the displacement `α`. -/
structure IsDisplacedGround (α : ℂ) (c : ℕ → ℂ) : Prop where
  eigen : ∀ n, lower c n = α * c n
  normalized : HasSum (fun n => ‖c n‖ ^ 2) 1

/-- Neighbouring phonon weights of a displaced ground state are related by
`(n + 1) |c (n + 1)|² = |α|² |c n|²`. -/
theorem weight_step {α : ℂ} {c : ℕ → ℂ} (hc : IsDisplacedGround α c) (n : ℕ) :
    ((n : ℝ) + 1) * ‖c (n + 1)‖ ^ 2 = ‖α‖ ^ 2 * ‖c n‖ ^ 2 := by
  have h := congrArg (fun z : ℂ => ‖z‖ ^ 2) (hc.eigen n)
  simp only [lower, norm_mul, mul_pow, Complex.norm_real, Real.norm_eq_abs, sq_abs] at h
  rw [Real.sq_sqrt (by positivity)] at h
  exact h

/-- The mean phonon number of a displaced ground state is `|α|²`. -/
theorem mean_phonon_number {α : ℂ} {c : ℕ → ℂ} (hc : IsDisplacedGround α c) :
    HasSum (fun n : ℕ => (n : ℝ) * ‖c n‖ ^ 2) (‖α‖ ^ 2) := by
  -- the term n = 0 vanishes, and the others follow from the recursion
  rw [← hasSum_nat_add_iff' 1]
  convert hc.normalized.mul_left (‖α‖ ^ 2) using 1
  · funext n
    have h := weight_step hc n
    push_cast
    exact h
  · simp

end

end FranckCondonBlockade
```

Compiling this gives:

```
Main.lean:34:4: error: Tactic `apply` failed: could not unify the conclusion of `@funext`
  ?f = ?g
with the goal
  Real.instAddCommGroup.toAddCommMonoid =
    CommRing.toNonUnitalCommRing.toNonUnitalNonAssocCommRing.toNonUnitalNonAssocSemiring.toAddCommMonoid

Note: The full type of `@funext` is
  ∀ {α : Sort ?u.48} {β : α → Sort ?u.47} {f g : (x : α) → β x}, (∀ (x : α), f x = g x) → f = g

case e'_3
α : ℂ
c : ℕ → ℂ
hc : IsDisplacedGround α c
⊢ Real.instAddCommGroup.toAddCommMonoid =
    CommRing.toNonUnitalCommRing.toNonUnitalNonAssocCommRing.toNonUnitalNonAssocSemiring.toAddCommMonoid
Main.lean:38:2: error: unsolved goals
case e'_5
α : ℂ
c : ℕ → ℂ
hc : IsDisplacedGround α c
⊢ (fun n => (↑n + 1) * ‖c (n + 1)‖ ^ 2) = fun i => ‖α‖ ^ 2 * ‖c i‖ ^ 2
Main.lean:30:59: error: unsolved goals
case e'_6
α : ℂ
c : ℕ → ℂ
hc : IsDisplacedGround α c
⊢ ‖α‖ ^ 2 - ∑ i ∈ range 1, ↑i * ‖c i‖ ^ 2 = ‖α‖ ^ 2 * 1
```

The proof has two bullets, but `convert ... using 1` left three goals. The first asks that two ways of obtaining the addition on the reals be equal. It is not an equation between functions, so `funext` fails there. The second bullet therefore meets the goal meant for the first, the equality of the summands. Its `simp` tidies the cast of `n + 1` but isn't given `weight_step`, and the recursion is left unproved. The third goal, the equality of the two sums, has no bullet at all, and this is the last error.

The repair does without `convert`. It proves the equality of the summands separately as `he`, from `weight_step`, and rewrites the scaled normalisation series with it. The forward direction of `hasSum_nat_add_iff` then restores the n = 0 term. When Lean checks `h` against that lemma, it accepts the two forms of addition as the same by definition, so no separate goal arises. The closing `simpa` removes the zero term from the sum.

Fix (accepted with no message):

```diff
@@ -30,11 +30,12 @@
     HasSum (fun n : ℕ => (n : ℝ) * ‖c n‖ ^ 2) (‖α‖ ^ 2) := by
   -- the term n = 0 vanishes, and the others follow from the recursion
-  rw [← hasSum_nat_add_iff' 1]
-  convert hc.normalized.mul_left (‖α‖ ^ 2) using 1
-  · funext n
-    have h := weight_step hc n
-    push_cast
-    exact h
-  · simp
+  have h := hc.normalized.mul_left (‖α‖ ^ 2)
+  have he : (fun n : ℕ => ‖α‖ ^ 2 * ‖c n‖ ^ 2)
+      = fun n : ℕ => ((n + 1 : ℕ) : ℝ) * ‖c (n + 1)‖ ^ 2 := by
+    funext n
+    rw [← weight_step hc n, Nat.cast_add, Nat.cast_one]
+  rw [he, mul_one] at h
+  have h2 := (hasSum_nat_add_iff (f := fun n : ℕ => (n : ℝ) * ‖c n‖ ^ 2) 1).mp h
+  simpa using h2
 
 end
```
